# Eigenstates of a finite determinant-localized Hamiltonian have a Jastrow-independent mixed energy

## Why does only one of my two energies ignore the Jastrow factor?

I use diffusion Monte Carlo with a nonlocal pseudopotential, which I localize on the determinant part of the trial function. To see what this does to the energy, I cut the problem down to two configurations. The determinant part is \(D=(1,2)\), the kinetic and local part of the Hamiltonian is \(K\), and the nonlocal potential \(V\) exchanges the configurations:

\[
K=\begin{pmatrix}0&-2\\-2&3/2\end{pmatrix},\qquad
V=\begin{pmatrix}0&1\\1&0\end{pmatrix}.
\]

Localization replaces \(V\) by the diagonal potential \((VD)_x/D_x\), and the projected state is then \(\varphi=(1,1)\). I multiply \(D\) by a Jastrow factor \(J=(1,a)\) with \(a>0\) and compute the mixed energy. With the localized Hamiltonian I get 0 for every \(a\), although the local energies change with \(a\). With \(K+V\) in the estimator I get a number that depends on \(a\). Is the first result an accident of my small example, and what does the second number measure?

## The localized Hamiltonian can act on the projected state instead

It is no accident. In your example \(VD=(2,1)\), so the localized potential is \((2,1/2)\) and the localized Hamiltonian is

\[
G=\begin{pmatrix}2&-2\\-2&2\end{pmatrix},\qquad G\varphi=0 .
\]

The trial function is \(JD=(1,2a)\). Its local energies under \(G\) are \(2-4a\) and \(2-1/a\), with weights \(\varphi_x(JD)_x\) equal to \(1\) and \(2a\). Both local energies depend on \(a\), but their weighted sum is \((2-4a)+(4a-2)=0\). The cancellation comes from the symmetry of \(G\): the sum can also be computed by letting \(G\) act on \(\varphi\), and \(G\varphi=0\) whatever the Jastrow factor is.

With \(K+V\) the numerator is \(a-1\) and the overlap is \(1+2a\), so the estimator is \((a-1)/(1+2a)\). It vanishes only at \(a=1\), where the trial function is the bare determinant part. The normalised vectors are \(\varphi/\sqrt2\) and \(D/\sqrt5\); the scale factors cancel in the quotient.

### From two configurations to any finite number

Let \(x\) run over finitely many configurations, and write \(\langle f,g\rangle=\sum_x f_xg_x\) and \((JD)_x=J_xD_x\). Let \(K\) be real and symmetric, let \(V\) be any real matrix, and let \(D\) have no zeros. The localized Hamiltonian is

\[
G=K+\operatorname{diag}\!\left(\frac{(VD)_x}{D_x}\right).
\]

For an operator \(A\) and a trial function \(\psi\), the mixed energy is \(\langle\varphi,A\psi\rangle/\langle\varphi,\psi\rangle\). If \(\psi\) has no zeros, its numerator is the weighted sum of local energies that a simulation samples:

\[
\langle\varphi,A\psi\rangle=\sum_x \varphi_x\psi_x\,\frac{(A\psi)_x}{\psi_x}.
\]

Suppose that \(G\varphi=E\varphi\). A diagonal matrix is symmetric, so \(G\) is symmetric, and

\[
\langle\varphi,G(JD)\rangle=\sum_{x,y}\varphi_xG_{xy}J_yD_y
=\langle G\varphi,JD\rangle=E\,\langle\varphi,JD\rangle .
\]

Division by the overlap gives \(E\) for every \(J\) with \(\langle\varphi,JD\rangle\neq0\).

The converse also holds. Suppose that the mixed energy of \(G\) is \(E\) for all such \(J\). If \(\varphi=0\), then \(G\varphi=E\varphi\) is trivial, so let \(\varphi\neq0\). Any vector \(v\) has the form \(JD\) with \(J_x=v_x/D_x\). Hence, whenever \(\langle\varphi,v\rangle\neq0\),

\[
\langle G\varphi,v\rangle=E\,\langle\varphi,v\rangle .
\]

If \(\langle\varphi,v\rangle=0\), then \(v+\varphi\) has overlap \(\langle\varphi,\varphi\rangle\neq0\) with \(\varphi\). The relation therefore holds for \(v+\varphi\) and for \(\varphi\), and subtracting the two gives it for \(v\). Taking for \(v\) the unit vector at \(x\) yields \((G\varphi)_x=E\varphi_x\).

### What the energy with \(K+V\) measures

Since \(D\) has no zeros, the localized potential acts on the determinant part and leaves \(J\) as a factor:

\[
(G(JD))_x=(K(JD))_x+\frac{(VD)_x}{D_x}J_xD_x=(K(JD))_x+J_x(VD)_x .
\]

Therefore

\[
(K+V)(JD)=G(JD)+\bigl[V(JD)-J(VD)\bigr].
\]

For \(G\varphi=E\varphi\) and nonzero overlap, the mixed energy of \(K+V\) is

\[
E+\frac{\langle\varphi,V(JD)-J(VD)\rangle}{\langle\varphi,JD\rangle}
=E+\frac{\sum_{x,y}\varphi_xV_{xy}(J_y-J_x)D_y}{\langle\varphi,JD\rangle}.
\]

In your example \(E=0\), so your second number is exactly this shift: a weighted sum of the changes \(J_y-J_x\) of the Jastrow factor between configurations that \(V\) connects. The terms have signs and can cancel. For \(J=1\) the shift vanishes. Thus \(E\) is also the mixed energy of the unlocalized Hamiltonian with the bare determinant part, provided that \(\langle\varphi,D\rangle\neq0\).

### The same statements as Lean theorems

The finite type `n` is the set of configurations, and wave functions are real functions `n → ℝ`. The scalar product is `⬝ᵥ`, and `*ᵥ` applies a matrix to a vector. The product `J * D` is taken configuration by configuration. Some letters differ from common use: `K` includes the local potential as well as the kinetic energy, `D` is the vector of values of the determinant part, and `J` is the Jastrow factor itself, not its exponent. `J` may take any real values. Jastrow independence of an eigenstate therefore covers the positive factors used in simulations, while the converse, as stated, assumes the equality for factors of any sign.

`dlaHamiltonian K V D` is \(G\), and `mixedEnergy A φ ψ` is the quotient above. The main theorem, `eigenstate_iff_mixedEnergy_jastrow_independent`, assumes that `K` is symmetric (`hK`) and that `D` has no zeros (`hD`). It says that \(G\varphi=E\varphi\) if and only if the mixed energy of \(G\) is \(E\) for every `J` with nonzero overlap. The vector `φ` may be any eigenvector, not only the lowest one, and the zero vector is allowed.

`mixedEnergy_full_eq` gives the shift for \(K+V\), and `mixedEnergy_bare_determinant` is the case \(J=1\). Both assume \(G\varphi=E\varphi\), which stands for a projection in imaginary time that has converged. `model_witness` is your example: \(K\) is symmetric, \(\varphi\) has localized energy zero, and for \(a>0\) the estimator with \(K+V\) is zero exactly when \(a=1\).

For diffusion Monte Carlo with pseudopotentials this means that, in a finite model whose projection has fully converged to an eigenstate of \(G\), changing the Jastrow factor does not change the determinant-localized energy. For real electrons the nodes need separate care. A fermionic determinant part vanishes on a nodal surface, where the localized potential can diverge, and one needs boundary conditions under which the Hamiltonian can still be moved onto the projected state.

Independence of \(J\) is also not accuracy. In your example \(E=0\), while the lowest eigenvalue of \(K+V\) is \(-1/2\).

```lean
import Mathlib

open Matrix

namespace DeterminantLocalization

noncomputable section

variable {n : Type*} [Fintype n]

/-- The mixed estimator `⟨φ, A ψ⟩ / ⟨φ, ψ⟩` of an operator `A` between a projected state `φ`
and a trial function `ψ`; its domain is `⟨φ, ψ⟩ ≠ 0`. -/
def mixedEnergy (A : Matrix n n ℝ) (φ ψ : n → ℝ) : ℝ :=
  (φ ⬝ᵥ (A *ᵥ ψ)) / (φ ⬝ᵥ ψ)

/-- For a nowhere-zero trial function `ψ`, the numerator of the mixed estimator is the sum of the
local energies `(A ψ)_x / ψ_x` weighted by the mixed distribution `φ_x ψ_x`. -/
theorem numerator_eq_sum_localEnergy (A : Matrix n n ℝ) (φ ψ : n → ℝ) (hψ : ∀ x, ψ x ≠ 0) :
    φ ⬝ᵥ (A *ᵥ ψ) = ∑ x, φ x * ψ x * ((A *ᵥ ψ) x / ψ x) := by
  rw [dotProduct]
  refine Finset.sum_congr rfl fun x _ => ?_
  have h := div_mul_cancel₀ ((A *ᵥ ψ) x) (hψ x)
  linear_combination -(φ x) * h

variable [DecidableEq n]

/-- The determinant-localized Hamiltonian: the nonlocal potential `V` is replaced by the local
potential `(V D)_x / D_x`. Its domain is a determinant part `D` without zeros. -/
def dlaHamiltonian (K V : Matrix n n ℝ) (D : n → ℝ) : Matrix n n ℝ :=
  K + Matrix.diagonal (fun x => (V *ᵥ D) x / D x)

/-- On a trial function `J D` with nowhere-zero `D`, the localized potential acts on the
determinant part alone, and the Jastrow factor `J` multiplies the result. -/
theorem dlaHamiltonian_mulVec (K V : Matrix n n ℝ) {D : n → ℝ} (hD : ∀ x, D x ≠ 0)
    (J : n → ℝ) :
    dlaHamiltonian K V D *ᵥ (J * D) = K *ᵥ (J * D) + J * (V *ᵥ D) := by
  ext x
  simp only [dlaHamiltonian, Matrix.add_mulVec, Pi.add_apply, Matrix.mulVec_diagonal,
    Pi.mul_apply]
  have h := div_mul_cancel₀ ((V *ᵥ D) x) (hD x)
  linear_combination J x * h

/-- If `K` is symmetric, the determinant-localized Hamiltonian can be moved from one side of the
scalar product to the other. -/
theorem dotProduct_dlaHamiltonian {K : Matrix n n ℝ} (hK : K.IsSymm) (V : Matrix n n ℝ)
    (D φ ψ : n → ℝ) :
    φ ⬝ᵥ (dlaHamiltonian K V D *ᵥ ψ) = (dlaHamiltonian K V D *ᵥ φ) ⬝ᵥ ψ := by
  have hG : (dlaHamiltonian K V D).IsSymm := hK.add (Matrix.isSymm_diagonal _)
  rw [Matrix.dotProduct_mulVec, ← Matrix.mulVec_transpose, hG.eq]

/-- Jastrow independence: for symmetric `K` and nowhere-zero `D`, the state `φ` satisfies
`G φ = E φ` with the determinant-localized Hamiltonian `G` if and only if the mixed estimator of
`G` equals `E` for every Jastrow factor `J` with `⟨φ, J D⟩ ≠ 0`. -/
theorem eigenstate_iff_mixedEnergy_jastrow_independent {K : Matrix n n ℝ} (hK : K.IsSymm)
    (V : Matrix n n ℝ) {D : n → ℝ} (hD : ∀ x, D x ≠ 0) (φ : n → ℝ) (E : ℝ) :
    dlaHamiltonian K V D *ᵥ φ = E • φ ↔
      ∀ J : n → ℝ, φ ⬝ᵥ (J * D) ≠ 0 →
        mixedEnergy (dlaHamiltonian K V D) φ (J * D) = E := by
  constructor
  · -- let the Hamiltonian act on the projected state
    intro h J hJ
    rw [mixedEnergy, dotProduct_dlaHamiltonian hK, h, smul_dotProduct, smul_eq_mul,
      mul_div_assoc, div_self hJ, mul_one]
  · intro h
    by_cases hφ : φ = 0
    · simp [hφ]
    have hφφ : φ ⬝ᵥ φ ≠ 0 := fun h0 => hφ (dotProduct_self_eq_zero.mp h0)
    -- every vector is a Jastrow factor times `D`
    have key : ∀ v : n → ℝ, φ ⬝ᵥ v ≠ 0 →
        (dlaHamiltonian K V D *ᵥ φ) ⬝ᵥ v = E * (φ ⬝ᵥ v) := by
      intro v h0
      have hv : (fun x => v x / D x) * D = v :=
        funext fun x => div_mul_cancel₀ (v x) (hD x)
      have h1 := h (fun x => v x / D x) (by rwa [hv])
      rw [hv, mixedEnergy, dotProduct_dlaHamiltonian hK, div_eq_iff h0] at h1
      exact h1
    -- vectors orthogonal to `φ` are reached by adding `φ`
    have all : ∀ v : n → ℝ,
        (dlaHamiltonian K V D *ᵥ φ) ⬝ᵥ v = E * (φ ⬝ᵥ v) := by
      intro v
      by_cases h0 : φ ⬝ᵥ v = 0
      · have h1 := key (v + φ) (by rw [dotProduct_add, h0, zero_add]; exact hφφ)
        have h2 := key φ hφφ
        rw [dotProduct_add, dotProduct_add] at h1
        linear_combination h1 - h2
      · exact key v h0
    ext x
    have hx := all (Pi.single x 1)
    simpa using hx

/-- Let `K` be symmetric, `D` nowhere zero, `G φ = E φ` and `⟨φ, J D⟩ ≠ 0`. The mixed estimator of
the unlocalized Hamiltonian `K + V` then differs from `E` by `⟨φ, V (J D) - J (V D)⟩ / ⟨φ, J D⟩`,
whose numerator contains the commutator of `V` with the Jastrow factor, applied to `D`. -/
theorem mixedEnergy_full_eq {K : Matrix n n ℝ} (hK : K.IsSymm) (V : Matrix n n ℝ)
    {D : n → ℝ} (hD : ∀ x, D x ≠ 0) {φ : n → ℝ} {E : ℝ}
    (hφ : dlaHamiltonian K V D *ᵥ φ = E • φ) (J : n → ℝ) (hJ : φ ⬝ᵥ (J * D) ≠ 0) :
    mixedEnergy (K + V) φ (J * D) =
      E + (φ ⬝ᵥ (V *ᵥ (J * D) - J * (V *ᵥ D))) / (φ ⬝ᵥ (J * D)) := by
  have h := (eigenstate_iff_mixedEnergy_jastrow_independent hK V hD φ E).1 hφ J hJ
  have hsplit : (K + V) *ᵥ (J * D) =
      dlaHamiltonian K V D *ᵥ (J * D) + (V *ᵥ (J * D) - J * (V *ᵥ D)) := by
    rw [dlaHamiltonian_mulVec K V hD, Matrix.add_mulVec]
    abel
  unfold mixedEnergy at h ⊢
  rw [hsplit, dotProduct_add, add_div, h]

/-- For symmetric `K`, nowhere-zero `D`, `G φ = E φ` and `⟨φ, D⟩ ≠ 0`, the energy `E` is the mixed
estimator of the unlocalized Hamiltonian `K + V` with the bare determinant part `D`. -/
theorem mixedEnergy_bare_determinant {K : Matrix n n ℝ} (hK : K.IsSymm) (V : Matrix n n ℝ)
    {D : n → ℝ} (hD : ∀ x, D x ≠ 0) {φ : n → ℝ} {E : ℝ}
    (hφ : dlaHamiltonian K V D *ᵥ φ = E • φ) (h0 : φ ⬝ᵥ D ≠ 0) :
    mixedEnergy (K + V) φ D = E := by
  have h := mixedEnergy_full_eq hK V hD hφ 1 (by rwa [one_mul])
  simpa only [one_mul, sub_self, dotProduct_zero, zero_div, add_zero] using h

/-- Kinetic and local part of a model with two configurations. -/
def modelK : Matrix (Fin 2) (Fin 2) ℝ := !![0, -2; -2, 3 / 2]

/-- Nonlocal potential of the model, which exchanges the two configurations. -/
def modelV : Matrix (Fin 2) (Fin 2) ℝ := !![0, 1; 1, 0]

/-- In the model with `D = (1, 2)`, the state `φ = (1, 1)` has determinant-localized energy zero.
With the Jastrow factor `(1, a)`, `a > 0`, the mixed estimator of the unlocalized Hamiltonian is
zero if and only if `a = 1`. The matrix `modelK` is symmetric. -/
theorem model_witness :
    modelK.IsSymm ∧
    dlaHamiltonian modelK modelV ![1, 2] *ᵥ ![1, 1] = (0 : ℝ) • ![1, 1] ∧
    ∀ a : ℝ, 0 < a →
      (mixedEnergy (modelK + modelV) ![1, 1] (![1, a] * ![1, 2]) = 0 ↔ a = 1) := by
  refine ⟨?_, ?_, ?_⟩
  · apply Matrix.IsSymm.ext
    intro i j
    fin_cases i <;> fin_cases j <;> simp [modelK]
  · have hG : dlaHamiltonian modelK modelV ![1, 2] = !![2, -2; -2, 2] := by
      ext i j
      fin_cases i <;> fin_cases j <;>
        simp [dlaHamiltonian, modelK, modelV, Matrix.mulVec, dotProduct, Fin.sum_univ_two]
      norm_num
    rw [hG]
    ext i
    fin_cases i <;> simp [Matrix.mulVec, dotProduct, Fin.sum_univ_two]
  · intro a ha
    have hnum : ![1, 1] ⬝ᵥ ((modelK + modelV) *ᵥ (![1, a] * ![1, 2])) = a - 1 := by
      simp [modelK, modelV, Matrix.mulVec, dotProduct, Fin.sum_univ_two]
      ring
    have hden : ![1, 1] ⬝ᵥ (![1, a] * ![1, 2]) = 1 + 2 * a := by
      simp [dotProduct, Fin.sum_univ_two]
      ring
    rw [mixedEnergy, hnum, hden, div_eq_zero_iff]
    constructor
    · rintro (h | h) <;> linarith
    · intro h
      left
      linarith

end

end DeterminantLocalization
```

```lean
#print axioms DeterminantLocalization.numerator_eq_sum_localEnergy
#print axioms DeterminantLocalization.eigenstate_iff_mixedEnergy_jastrow_independent
#print axioms DeterminantLocalization.mixedEnergy_bare_determinant
```

```
'DeterminantLocalization.numerator_eq_sum_localEnergy' depends on axioms: [propext, Classical.choice, Quot.sound]
'DeterminantLocalization.eigenstate_iff_mixedEnergy_jastrow_independent' depends on axioms: [propext, Classical.choice, Quot.sound]
'DeterminantLocalization.mixedEnergy_bare_determinant' depends on axioms: [propext, Classical.choice, Quot.sound]
```

### Where each step sits in the code

`numerator_eq_sum_localEnergy` rewrites the numerator as the weighted sum of local energies. It compares the two sums term by term and cancels \(\psi_x\) in each. The later proofs do not use it; it connects `mixedEnergy` to what is sampled.

`dlaHamiltonian_mulVec` is the formula \(G(JD)=K(JD)+J(VD)\). At each configuration the proof cancels \(D_x\) by `div_mul_cancel₀`, and `linear_combination` multiplies that identity by \(J_x\).

`dotProduct_dlaHamiltonian` moves \(G\) onto \(\varphi\). It first shows that \(G\) is symmetric, as the sum of the symmetric `K` and a diagonal matrix, and then replaces the transpose of \(G\) by \(G\).

The forward half of the main theorem uses this lemma, inserts the eigenvalue equation and cancels the overlap. The converse treats \(\varphi=0\) separately. The intermediate claim `key` then writes a vector \(v\) with nonzero overlap as a Jastrow factor times `D` and clears the denominator of the mixed energy. The claim `all` extends the relation to orthogonal vectors: `h1` is the relation for \(v+\varphi\), `h2` is the one for \(\varphi\), and `linear_combination h1 - h2` subtracts them. Finally, `Pi.single x 1` is the unit vector that picks out the component at \(x\).

In `mixedEnergy_full_eq`, the equation `hsplit` separates \((K+V)(JD)\) into \(G(JD)\) and the difference \(V(JD)-J(VD)\). The main theorem evaluates the first part as \(E\), and the second part is the shift. `mixedEnergy_bare_determinant` inserts the constant factor 1, for which the difference is zero.

The proof of `model_witness` computes the matrix \(G\) entry by entry and applies it to \((1,1)\). For the last claim it finds the numerator \(a-1\) and the overlap \(1+2a\). Since \(a>0\), the overlap is positive, so the quotient is zero only when \(a=1\).

### When the trial function is already exact

The same splitting answers a neighbouring question. Suppose that \(JD\) is an exact solution of the unlocalized problem, \((K+V)(JD)=F\,JD\), with energy \(F\). Then

\[
G(JD)=F\,JD+J(VD)-V(JD),
\]

so localization on the determinant part preserves this solution, \(G(JD)=F\,JD\), if and only if \(J_x(VD)_x=(V(JD))_x\) for all \(x\). This equivalence is derived here by hand and is not stated as a theorem in the code. The condition can fail. In your example, \(a=1/4\) gives \(JD=(1,1/2)\), which is the exact ground state of \(K+V\) with energy \(-1/2\), but \(G(JD)=(1,-1)\) is not a multiple of \(JD\). So an exact trial function need not remain an eigenstate after determinant localization, even though every eigenstate of \(G\) has a Jastrow-independent mixed energy.
